# A sign-reversed bond makes the ground level twofold on a ring of n ≥ 2 equal wells with hopping −t, t > 0

**Q:** Take three wells with hopping $-1$ and reverse the bond from well 2 to well 0. I get

$$H=\begin{pmatrix}0&-1&1\\-1&0&-1\\1&-1&0\end{pmatrix}=-1+vv^{T},\qquad v=(1,-1,1)^T.$$

Every state orthogonal to $v$ has energy $-1$, and $v$ has energy $-1+3=2$, so the ground level is a doublet. Without the reversal, $H=1-uu^T$ with $u=(1,1,1)^T$: a singlet at $-2$ below a doublet at $1$. Does the formal model contain this ring?

**A:** Yes, with $n$ wells of equal energy, taken as zero, labelled by `ZMod n`. Let $\sigma_j$ be the sign of the bond from $j$ to $j+1$: $s=\pm1$ on the closing bond, 1 elsewhere.

In Lean 4 with Mathlib:

```lean
import Mathlib

open Module

namespace JahnTellerRing

noncomputable section

/-- The sign factor of the bond between wells `j` and `j + 1`: it is `s` on the bond that
closes the ring and `1` on all others. -/
def bond (n : ℕ) (s : ℂ) (j : ZMod n) : ℂ := if j + 1 = 0 then s else 1
```

The Hamiltonian is $(H\psi)_j=-t(\sigma_j\psi_{j+1}+\sigma_{j-1}\psi_{j-1})$. For $n=2$ two bonds join the same two wells; with $s=-1$ they cancel and $H=0$.

```lean
/-- The tunnelling Hamiltonian of `n` wells on a ring with hopping `-t`, the closing bond being
multiplied by `s`. -/
def hamiltonian (n : ℕ) (t : ℝ) (s : ℂ) : Module.End ℂ (ZMod n → ℂ) where
  toFun ψ j := -(t : ℂ) * (bond n s j * ψ (j + 1) + bond n s (j - 1) * ψ (j - 1))
  map_add' ψ φ := by
    funext j
    simp only [Pi.add_apply]
    ring
  map_smul' c ψ := by
    funext j
    simp only [Pi.smul_apply, smul_eq_mul, RingHom.id_apply]
    ring
```

The plane wave $\mu^j$ is unnormalised; for $|\mu|=1$ the normalised amplitude is $\mu^j/\sqrt n$. `shiftDefect` is $d_j=\sigma_j\psi_{j+1}-b\psi_j$.

```lean
/-- The wave with amplitude `μ ^ j` in well `j`, the wells being numbered from `0` to `n - 1`. -/
def planeWave (n : ℕ) (μ : ℂ) : ZMod n → ℂ := fun j => μ ^ j.val

/-- At well `j`, the amplitude at `j + 1` times the factor of the bond between the two wells, minus
`b` times the amplitude at `j`. -/
def shiftDefect (n : ℕ) (s b : ℂ) (ψ : ZMod n → ℂ) : ZMod n → ℂ :=
  fun j => bond n s j * ψ (j + 1) - b * ψ j
```

**Q:** Where is the Berry phase, and what does "ground level" mean?

**A:** The choice $s=-1$ stands for the sign change of the electronic state carried around a conical intersection. It is assumed, not derived. `IsGroundLevel` says that $E$ is an eigenvalue, that all eigenvalues are real and at least $E$, and that the eigenspace of $E$ has dimension $g$.

```lean
/-- `E` is the least eigenvalue of `H`, all eigenvalues are real, and the eigenspace of `E` has
dimension `g`. -/
def IsGroundLevel {V : Type*} [AddCommGroup V] [Module ℂ V] (H : Module.End ℂ V)
    (E : ℝ) (g : ℕ) : Prop :=
  H.HasEigenvalue (E : ℂ) ∧ (∀ E' : ℂ, H.HasEigenvalue E' → E'.im = 0 ∧ E ≤ E'.re) ∧
    finrank ℂ (H.eigenspace (E : ℂ)) = g
```

**Q:** Where do plane waves come in?

**A:** Start with $\sigma_j\chi_{j+1}=\mu\chi_j$. Induction along the wells gives $\chi_j=\mu^j\chi_0$ for $0\le j<n$. The closing bond gives $s\chi_0=\mu^n\chi_0$, so $\mu^n=s$ if $\chi\ne0$.

```lean
/-- With the wells numbered from `0` to `n - 1`, the factor `s` sits on the bond that leaves
the last well. -/
theorem bond_natCast {n k : ℕ} (s : ℂ) (hk : k < n) :
    bond n s (k : ZMod n) = if k + 1 = n then s else 1 := by
  have e := CharP.cast_eq_zero_iff (ZMod n) n (k + 1)
  rw [Nat.cast_add, Nat.cast_one] at e
  by_cases h : k + 1 = n
  · rw [bond, if_pos (e.2 (dvd_of_eq h.symm)), if_pos h]
  · have hne : ¬ ((k : ZMod n) + 1 = 0) := fun q =>
      h (le_antisymm (by omega) (Nat.le_of_dvd (Nat.succ_pos k) (e.1 q)))
    rw [bond, if_neg hne, if_neg h]

/-- If the amplitude at the next well, times the bond factor, is always `μ` times the present
amplitude, the state is a multiple of a plane wave, and if it is nonzero then `μ ^ n = s`. -/
theorem translation_eigenfunction {n : ℕ} [NeZero n] {s μ : ℂ} {χ : ZMod n → ℂ}
    (h : ∀ j, bond n s j * χ (j + 1) = μ * χ j) :
    χ = χ 0 • planeWave n μ ∧ (χ ≠ 0 → μ ^ n = s) := by
  have key : ∀ k : ℕ, k < n → χ (k : ZMod n) = μ ^ k * χ 0 := by
    intro k
    induction k with
    | zero => intro _; simp
    | succ k ih =>
      intro hk
      have h1 := h (k : ZMod n)
      have hne : ¬ (k + 1 = n) := by omega
      rw [bond_natCast s (by omega), if_neg hne, one_mul, ih (by omega)] at h1
      rw [Nat.cast_add, Nat.cast_one, h1]
      ring
  have hw : χ = χ 0 • planeWave n μ := by
    funext j
    have h1 := key j.val (ZMod.val_lt j)
    rw [ZMod.natCast_zmod_val] at h1
    simp only [Pi.smul_apply, smul_eq_mul, planeWave]
    linear_combination h1
  refine ⟨hw, fun hχ => ?_⟩
  have h0 : χ 0 ≠ 0 := fun h0 => hχ (by rw [hw, h0, zero_smul])
  -- going once around the ring fixes the phase
  obtain ⟨m, hm⟩ : ∃ m, m + 1 = n := ⟨n - 1, by have := NeZero.pos n; omega⟩
  have hz : ((m + 1 : ℕ) : ZMod n) = 0 := by
    rw [hm]; exact CharP.cast_eq_zero (ZMod n) n
  rw [Nat.cast_add, Nat.cast_one] at hz
  have h1 := h (m : ZMod n)
  rw [bond_natCast s (by omega), if_pos hm, hz, key m (by omega)] at h1
  have h2 : μ ^ (m + 1) = s := by
    apply mul_right_cancel₀ h0
    linear_combination -h1
  rw [← h2, hm]
```

Conversely, if $\mu^n=s$, the plane wave $\chi_j=\mu^j$ ($0\le j<n$) obeys this rule. Since $\sigma_{j-1}^2=1$, also $\sigma_{j-1}\chi_{j-1}=\mu^{-1}\chi_j$, and the energy is $-t(\mu+\mu^{-1})$.

```lean
/-- For `s = ±1`, a plane wave with `a ^ n = s` satisfies the eigenvalue equation of the ring
Hamiltonian with energy `-t (a + b)`, where `b` is the inverse of `a`. -/
theorem hamiltonian_planeWave {n : ℕ} [NeZero n] (t : ℝ) {s a b : ℂ} (hs : s * s = 1)
    (hab : a * b = 1) (ha : a ^ n = s) :
    hamiltonian n t s (planeWave n a) = (-(t : ℂ) * (a + b)) • planeWave n a := by
  have hT : ∀ j, bond n s j * planeWave n a (j + 1) = a * planeWave n a j := by
    intro j
    obtain ⟨k, hk, rfl⟩ : ∃ k : ℕ, k < n ∧ (k : ZMod n) = j :=
      ⟨j.val, ZMod.val_lt j, ZMod.natCast_zmod_val j⟩
    have hv : (k : ZMod n).val = k := by rw [ZMod.val_natCast, Nat.mod_eq_of_lt hk]
    rw [bond_natCast s hk]
    by_cases h : k + 1 = n
    · have hz : ((k + 1 : ℕ) : ZMod n) = 0 := by
        rw [h]; exact CharP.cast_eq_zero (ZMod n) n
      rw [Nat.cast_add, Nat.cast_one] at hz
      have h2 : a ^ (k + 1) = s := by rw [h]; exact ha
      rw [if_pos h, hz]
      simp only [planeWave, hv, ZMod.val_zero, pow_zero]
      linear_combination -h2
    · have h' : k + 1 < n := by omega
      have e : ((k + 1 : ℕ) : ZMod n).val = k + 1 := by
        rw [ZMod.val_natCast, Nat.mod_eq_of_lt h']
      rw [Nat.cast_add, Nat.cast_one] at e
      rw [if_neg h]
      simp only [planeWave, hv, e]
      ring
  funext j
  have hσ : bond n s (j - 1) * bond n s (j - 1) = 1 := by
    unfold bond; split_ifs; exacts [hs, one_mul 1]
  have h2 := hT (j - 1)
  rw [sub_add_cancel] at h2
  have h3 : bond n s (j - 1) * planeWave n a (j - 1) = b * planeWave n a j := by
    linear_combination (-b * bond n s (j - 1)) * h2 + b * planeWave n a j * hσ
      - bond n s (j - 1) * planeWave n a (j - 1) * hab
  change -(t : ℂ) * (bond n s j * planeWave n a (j + 1)
    + bond n s (j - 1) * planeWave n a (j - 1)) = -(t : ℂ) * (a + b) * planeWave n a j
  rw [hT j, h3]
  ring
```

**Q:** Could other energies exist?

**A:** No. For any eigenvalue $E$, choose $a,b$ with $ab=1$ and $a+b=-E/t$. The eigenvalue equation at $j+1$, multiplied by $\sigma_j$, gives

$$\sigma_jd_{j+1}=a\sigma_j\psi_{j+1}-\psi_j=a\,d_j.$$

`linear_combination` does this algebra.

```lean
/-- Let `s = ±1`, `t ≠ 0` and `a b = 1`. If `ψ` satisfies the eigenvalue equation with energy `-t (a
+ b)`, its defect with respect to `b` at the next well, times the bond factor, is `a` times the
defect at the present well. -/
theorem shiftDefect_translation {n : ℕ} {t : ℝ} {s a b : ℂ} {ψ : ZMod n → ℂ} (ht : t ≠ 0)
    (hs : s * s = 1) (hab : a * b = 1)
    (hψ : hamiltonian n t s ψ = (-(t : ℂ) * (a + b)) • ψ) (j : ZMod n) :
    bond n s j * shiftDefect n s b ψ (j + 1) = a * shiftDefect n s b ψ j := by
  have ht' : (t : ℂ) ≠ 0 := by exact_mod_cast ht
  have hσ : bond n s j * bond n s j = 1 := by
    unfold bond; split_ifs; exacts [hs, one_mul 1]
  have h0 : -(t : ℂ) * (bond n s (j + 1) * ψ (j + 1 + 1)
      + bond n s (j + 1 - 1) * ψ (j + 1 - 1)) = -(t : ℂ) * (a + b) * ψ (j + 1) :=
    congrFun hψ (j + 1)
  rw [add_sub_cancel_right] at h0
  have h1 := mul_left_cancel₀ (neg_ne_zero.2 ht') (h0.trans (mul_assoc _ _ _))
  simp only [shiftDefect]
  linear_combination bond n s j * h1 - ψ j * hσ + ψ j * hab
```

If $d=0$, then $\psi$ is a plane wave and $b^n=s$; otherwise $a^n=s$. The `by_cases` makes this split.

```lean
/-- For `s = ±1` and `t ≠ 0`, the eigenvalues of the ring are exactly the numbers `-t (μ + μ⁻¹)`
with `μ ^ n = s`. -/
theorem hasEigenvalue_iff {n : ℕ} [NeZero n] {t : ℝ} {s : ℂ} (ht : t ≠ 0) (hs : s * s = 1)
    (E : ℂ) : (hamiltonian n t s).HasEigenvalue E ↔
      ∃ μ : ℂ, μ ^ n = s ∧ E = -(t : ℂ) * (μ + μ⁻¹) := by
  have ht' : (t : ℂ) ≠ 0 := by exact_mod_cast ht
  constructor
  · intro hE
    obtain ⟨ψ, hψ⟩ := hE.exists_hasEigenvector
    obtain ⟨c, hc⟩ : ∃ c : ℂ, E = -(t : ℂ) * (2 * c) := ⟨-E / (2 * t), by field_simp⟩
    obtain ⟨r, hr⟩ := IsAlgClosed.exists_pow_nat_eq (c ^ 2 - 1) (n := 2) two_pos
    have hab : (c + r) * (c - r) = 1 := by linear_combination -hr
    have hE2 : E = -(t : ℂ) * ((c + r) + (c - r)) := by rw [hc]; ring
    have h1 := hψ.apply_eq_smul
    rw [hE2] at h1
    by_cases h : shiftDefect n s (c - r) ψ = 0
    · refine ⟨c - r, (translation_eigenfunction
        (fun j => sub_eq_zero.1 (congrFun h j))).2 hψ.2, ?_⟩
      rw [inv_eq_of_mul_eq_one_left hab, hE2]
      ring
    · refine ⟨c + r, (translation_eigenfunction
        (shiftDefect_translation ht hs hab h1)).2 h, ?_⟩
      rw [inv_eq_of_mul_eq_one_right hab, hE2]
  · rintro ⟨μ, hμ, rfl⟩
    have h0 : μ ≠ 0 := by
      rintro rfl
      rw [zero_pow (NeZero.ne n)] at hμ
      rw [← hμ, zero_mul] at hs
      exact zero_ne_one hs
    refine Module.End.hasEigenvalue_of_hasEigenvector (x := planeWave n μ)
      ⟨Module.End.mem_eigenspace_iff.2
        (hamiltonian_planeWave t hs (mul_inv_cancel₀ h0) hμ), fun h => ?_⟩
    have h1 := congrFun h 0
    simp [planeWave] at h1
```

**Q:** And the minimum?

**A:** From $\mu^{2n}=1$ we get $|\mu|=1$, so $E=-2t\,\mathrm{Re}\,\mu$.

```lean
/-- A factor `μ` with `μ ^ n = s` and `s = ±1` has modulus one, and `μ + μ⁻¹` is twice its
real part. -/
theorem unit_phase {n : ℕ} [NeZero n] {s μ : ℂ} (hs : s * s = 1) (hμ : μ ^ n = s) :
    ‖μ‖ = 1 ∧ μ + μ⁻¹ = ((2 * μ.re : ℝ) : ℂ) := by
  have hp : μ ^ (n * 2) = 1 := by rw [pow_mul, hμ, sq, hs]
  have hq : ‖μ‖ ^ (n * 2) = 1 := by rw [← norm_pow, hp, norm_one]
  have hn : n * 2 ≠ 0 := by have := NeZero.ne n; omega
  have h1 : ‖μ‖ = 1 := (pow_eq_one_iff_of_nonneg (norm_nonneg _) hn).1 hq
  have hc : μ * starRingEnd ℂ μ = 1 := by
    rw [Complex.mul_conj, Complex.normSq_eq_norm_sq, h1]; norm_num
  refine ⟨h1, ?_⟩
  rw [inv_eq_of_mul_eq_one_right hc]
  exact Complex.add_conj μ
```

For $s=-1$ write $\mu=e^{i\theta}$ with $|\theta|\le\pi$. If $|\theta|<\pi/n$, then $n|\theta|<\pi$ and $\cos n\theta>-1$, contradicting $\mu^n=-1$. Hence $\mathrm{Re}\,\mu\le\cos(\pi/n)$.

```lean
/-- If `μ ^ n = -1`, the real part of `μ` is at most `cos (π / n)`. -/
theorem re_le_cos {n : ℕ} [NeZero n] {μ : ℂ} (hμ : μ ^ n = -1) :
    μ.re ≤ Real.cos (Real.pi / n) := by
  have hn : (0 : ℝ) < n := by exact_mod_cast NeZero.pos n
  have hexp := Complex.norm_mul_exp_arg_mul_I μ
  rw [(unit_phase (by norm_num) hμ).1, Complex.ofReal_one, one_mul] at hexp
  have hre := congrArg Complex.re hexp
  rw [Complex.exp_ofReal_mul_I_re] at hre
  have e : Complex.exp (((n * μ.arg : ℝ) : ℂ) * Complex.I) = -1 := by
    calc _ = Complex.exp ((μ.arg : ℂ) * Complex.I) ^ n := by
          rw [← Complex.exp_nat_mul]; congr 1; push_cast; ring
      _ = -1 := by rw [hexp, hμ]
  have hcos := congrArg Complex.re e
  rw [Complex.exp_ofReal_mul_I_re, Complex.neg_re, Complex.one_re] at hcos
  -- a smaller angle could not accumulate to `π` in `n` steps
  have harg : Real.pi / n ≤ |μ.arg| := by
    by_contra hlt
    have h1 := (lt_div_iff₀ hn).1 (not_le.1 hlt)
    have h2 : n * |μ.arg| < Real.pi := by linarith
    have h3 := Real.cos_lt_cos_of_nonneg_of_le_pi (by positivity) le_rfl h2
    have h4 : Real.cos (n * |μ.arg|) = -1 := by
      rw [← hcos, ← Real.cos_abs (n * μ.arg), abs_mul, Nat.abs_cast]
    rw [Real.cos_pi, h4] at h3
    exact lt_irrefl _ h3
  rw [← hre, ← Real.cos_abs μ.arg]
  exact Real.cos_le_cos_of_nonneg_of_le_pi (by positivity) (Complex.abs_arg_le_pi μ) harg
```

`energy_bound` turns a bound on $\mathrm{Re}\,\mu$ into one on the energies.

```lean
/-- Let `s = ±1` and `t > 0`. If every `μ` with `μ ^ n = s` has real part at most `c`, all energies
of the ring are real and at least `-2 t c`. -/
theorem energy_bound {n : ℕ} [NeZero n] {t c : ℝ} {s : ℂ} (ht : 0 < t) (hs : s * s = 1)
    (hc : ∀ μ : ℂ, μ ^ n = s → μ.re ≤ c) (E : ℂ)
    (hE : (hamiltonian n t s).HasEigenvalue E) : E.im = 0 ∧ -2 * t * c ≤ E.re := by
  obtain ⟨μ, hμ, rfl⟩ := (hasEigenvalue_iff ht.ne' hs E).1 hE
  have h1 : -(t : ℂ) * (μ + μ⁻¹) = ((-t * (2 * μ.re) : ℝ) : ℂ) := by
    rw [(unit_phase hs hμ).2]; push_cast; ring
  rw [h1]
  refine ⟨Complex.ofReal_im _, ?_⟩
  rw [Complex.ofReal_re]
  nlinarith [mul_le_mul_of_nonneg_left (hc μ hμ) ht.le]
```

**Q:** How are the degeneracies counted?

**A:** Without reversal, $\mathrm{Re}\,\mu\le1$ is attained at $\mu=1$, where $a=b=1$. Then $d$ is constant and $\psi_k=\psi_0+kd$. Periodicity forces $nd=0$, leaving only the constant state.

```lean
/-- For `t > 0` and without a reversed bond, the least eigenvalue of the ring is `-2 t`, and it is
nondegenerate. -/
theorem ground_level_unreversed {n : ℕ} (hn : 1 ≤ n) {t : ℝ} (ht : 0 < t) :
    IsGroundLevel (hamiltonian n t 1) (-2 * t) 1 := by
  have : NeZero n := ⟨by omega⟩
  have hs : (1 : ℂ) * 1 = 1 := one_mul 1
  have hE : ((-2 * t : ℝ) : ℂ) = -(t : ℂ) * (1 + 1) := by push_cast; ring
  refine ⟨(hasEigenvalue_iff ht.ne' hs _).2 ⟨1, one_pow n, by rw [hE, inv_one]⟩, ?_, ?_⟩
  · have hb := energy_bound (n := n) (c := 1) ht hs
      (fun μ hμ => (Complex.re_le_norm μ).trans (unit_phase hs hμ).1.le)
    simpa only [mul_one] using hb
  · have hspan : (hamiltonian n t 1).eigenspace ((-2 * t : ℝ) : ℂ)
        = Submodule.span ℂ {planeWave n 1} := by
      rw [hE]
      apply le_antisymm
      · intro ψ hψ
        have h1 := Module.End.mem_eigenspace_iff.1 hψ
        have hw := (translation_eigenfunction (shiftDefect_translation ht.ne' hs hs h1)).1
        have hb : ∀ j : ZMod n, bond n 1 j = 1 := fun j => by unfold bond; split_ifs <;> rfl
        have hstep : ∀ j, ψ (j + 1) = ψ j + shiftDefect n 1 1 ψ 0 := by
          intro j
          have h2 := congrFun hw j
          simp only [Pi.smul_apply, smul_eq_mul, planeWave, one_pow, mul_one] at h2
          have h3 : shiftDefect n 1 1 ψ j = ψ (j + 1) - ψ j := by
            simp only [shiftDefect, hb, one_mul]
          linear_combination h2 - h3
        -- linear growth around the ring contradicts periodicity
        have hk : ∀ k : ℕ, ψ (k : ZMod n) = ψ 0 + k * shiftDefect n 1 1 ψ 0 := by
          intro k
          induction k with
          | zero => simp
          | succ k ih =>
            rw [Nat.cast_add, Nat.cast_one, hstep, ih]
            push_cast
            ring
        have h4 := hk n
        rw [CharP.cast_eq_zero (ZMod n) n] at h4
        have h5 : (n : ℂ) * shiftDefect n 1 1 ψ 0 = 0 := by linear_combination -h4
        have h6 := (mul_eq_zero.1 h5).resolve_left (by exact_mod_cast NeZero.ne n)
        have h7 := (translation_eigenfunction (n := n) (s := 1) (μ := 1) (χ := ψ)
          (fun j => by rw [hb, hstep, h6]; ring)).1
        exact Submodule.mem_span_singleton.2 ⟨ψ 0, h7.symm⟩
      · rw [Submodule.span_le, Set.singleton_subset_iff]
        exact Module.End.mem_eigenspace_iff.2 (hamiltonian_planeWave t hs hs (one_pow n))
    rw [hspan]
    apply finrank_span_singleton
    intro h
    have h1 := congrFun h 0
    simp [planeWave] at h1
```

With reversal, $a=e^{i\pi/n}$ attains the bound, and $b=a^{-1}\ne a$ for $n\ge2$. The defects with respect to $b$ and $a$ are $Aa^j$ and $Bb^j$; subtracting them gives $(a-b)\psi_j=Aa^j-Bb^j$, so two waves span the eigenspace. If $xa^j+yb^j=0$ for all $j$, wells 0 and 1 give $x(a-b)=0$, hence $x=y=0$.

```lean
/-- For `t > 0`, `n ≥ 2` and one bond of reversed sign, the least eigenvalue of the ring is `-2 t
cos (π / n)`, and its eigenspace has dimension two. -/
theorem ground_level_reversed {n : ℕ} (hn : 2 ≤ n) {t : ℝ} (ht : 0 < t) :
    IsGroundLevel (hamiltonian n t (-1)) (-2 * t * Real.cos (Real.pi / n)) 2 := by
  have : NeZero n := ⟨by omega⟩
  have hs : (-1 : ℂ) * (-1) = 1 := by norm_num
  have hn1 : (1 : ℝ) < n := by exact_mod_cast (show 1 < n by omega)
  have hnc : (n : ℂ) ≠ 0 := by exact_mod_cast NeZero.ne n
  obtain ⟨a, ha, hre, him⟩ : ∃ a : ℂ, a ^ n = -1 ∧ a.re = Real.cos (Real.pi / n) ∧
      a.im ≠ 0 := by
    refine ⟨Complex.exp (((Real.pi / n : ℝ) : ℂ) * Complex.I), ?_,
      Complex.exp_ofReal_mul_I_re _, ?_⟩
    · rw [← Complex.exp_nat_mul, ← Complex.exp_pi_mul_I]
      congr 1
      push_cast
      field_simp
    · rw [Complex.exp_ofReal_mul_I_im]
      exact (Real.sin_pos_of_pos_of_lt_pi (div_pos Real.pi_pos (by linarith))
        (div_lt_self Real.pi_pos hn1)).ne'
  have ha0 : a ≠ 0 := fun h => him (by rw [h, Complex.zero_im])
  have hsum := (unit_phase hs ha).2
  have hE : ((-2 * t * Real.cos (Real.pi / n) : ℝ) : ℂ) = -(t : ℂ) * (a + a⁻¹) := by
    rw [hsum, hre]; push_cast; ring
  refine ⟨(hasEigenvalue_iff ht.ne' hs _).2 ⟨a, ha, hE⟩,
    energy_bound ht hs (fun μ hμ => re_le_cos hμ), ?_⟩
  have hab : a * a⁻¹ = 1 := mul_inv_cancel₀ ha0
  have hba : a⁻¹ * a = 1 := inv_mul_cancel₀ ha0
  have hb : a⁻¹ ^ n = -1 := by rw [inv_pow, ha]; norm_num
  have hne : a - a⁻¹ ≠ 0 := by
    intro h
    rw [← sub_eq_zero.1 h] at hsum
    have h1 := congrArg Complex.im hsum
    rw [Complex.add_im, Complex.ofReal_im] at h1
    exact him (by linarith)
  rw [hE]
  generalize a⁻¹ = b at *
  -- the plane waves with factors `a` and `b` span the eigenspace
  have hspan : (hamiltonian n t (-1)).eigenspace (-(t : ℂ) * (a + b))
      = Submodule.span ℂ (Set.range ![planeWave n a, planeWave n b]) := by
    apply le_antisymm
    · intro ψ hψ
      have h1 := Module.End.mem_eigenspace_iff.1 hψ
      have h2 := h1
      rw [add_comm a b] at h2
      have e1 := (translation_eigenfunction (shiftDefect_translation ht.ne' hs hab h1)).1
      have e2 := (translation_eigenfunction (shiftDefect_translation ht.ne' hs hba h2)).1
      refine (Submodule.mem_span_range_iff_exists_fun ℂ).2
        ⟨![shiftDefect n (-1) b ψ 0 / (a - b), -shiftDefect n (-1) a ψ 0 / (a - b)], ?_⟩
      rw [Fin.sum_univ_two]
      funext j
      have f1 : bond n (-1) j * ψ (j + 1) - b * ψ j
        = shiftDefect n (-1) b ψ 0 * planeWave n a j := congrFun e1 j
      have f2 : bond n (-1) j * ψ (j + 1) - a * ψ j
        = shiftDefect n (-1) a ψ 0 * planeWave n b j := congrFun e2 j
      change shiftDefect n (-1) b ψ 0 / (a - b) * planeWave n a j
        + -shiftDefect n (-1) a ψ 0 / (a - b) * planeWave n b j = ψ j
      rw [div_mul_eq_mul_div, div_mul_eq_mul_div, ← add_div, div_eq_iff hne]
      linear_combination f2 - f1
    · rw [Submodule.span_le]
      rintro _ ⟨i, rfl⟩
      fin_cases i
      · exact Module.End.mem_eigenspace_iff.2 (hamiltonian_planeWave t hs hab ha)
      · have h1 := hamiltonian_planeWave t hs hba hb
        rw [add_comm b a] at h1
        exact Module.End.mem_eigenspace_iff.2 h1
  have hli : LinearIndependent ℂ ![planeWave n a, planeWave n b] := by
    rw [LinearIndependent.pair_iff]
    intro x y hxy
    have hv : ((1 : ℕ) : ZMod n).val = 1 := by
      rw [ZMod.val_natCast, Nat.mod_eq_of_lt (show 1 < n by omega)]
    -- compare the amplitudes in the first two wells
    have h0 : x * a ^ (0 : ZMod n).val + y * b ^ (0 : ZMod n).val = 0 := congrFun hxy 0
    have h1 : x * a ^ ((1 : ℕ) : ZMod n).val + y * b ^ ((1 : ℕ) : ZMod n).val = 0 :=
      congrFun hxy ((1 : ℕ) : ZMod n)
    rw [ZMod.val_zero, pow_zero, pow_zero] at h0
    rw [hv, pow_one, pow_one] at h1
    have h2 : x * (a - b) = 0 := by linear_combination h1 - b * h0
    have hx := (mul_eq_zero.1 h2).resolve_right hne
    exact ⟨hx, by linear_combination h0 - hx⟩
  rw [hspan, finrank_span_eq_card hli, Fintype.card_fin]

end

end JahnTellerRing
```

```lean
#print axioms JahnTellerRing.ground_level_unreversed
#print axioms JahnTellerRing.ground_level_reversed
```

```
'JahnTellerRing.ground_level_unreversed' depends on axioms: [propext, Classical.choice, Quot.sound]
'JahnTellerRing.ground_level_reversed' depends on axioms: [propext, Classical.choice, Quot.sound]
```

**Q:** Does the sign of $t$ matter?

**A:** For odd $n$, yes. With $t=-1$ your reversed triangle becomes $1-vv^T$, whose ground level is a singlet at $-2$. For even $n$, no: changing the sign of every second amplitude turns $t$ into $-t$ and leaves $s$ as it is.

**Q:** What does this say about a real Jahn–Teller system?

**A:** In a model of wells of equal energy on a ring, with one state per well, only nearest-neighbour tunnelling of the same strength on every bond and $t>0$, it gives the ground doublet produced by the sign change. Strain that makes the wells unequal, overlap between wells, excited vibrations and further couplings are left out.
